# A two-step scheme exact on cubics whose zero-force solution $(-5)^k$ diverges

## Explicit two-step methods and their residual

Consider the first-order equation $y' = f(t,y)$, with $y$ in a real normed space $E$. The right-hand side $f$ is called the force, so zero force means $y' = 0$, whose exact solutions are constant. On the grid $t_k = t_0 + kh$, $k = 0, 1, 2, \dots$, with real step $h$, an explicit linear two-step method with real coefficients $a_1, a_0, b_1, b_0$ produces values $u_k \in E$ from two starting values $u_0, u_1$ by

$$u_{k+2} + a_1 u_{k+1} + a_0 u_k = h\,(b_1 f_{k+1} + b_0 f_k), \qquad f_k = f(t_k, u_k).$$

A sequence obeying this rule is an orbit. Inserting the exact values and slopes of a real polynomial $p$, starting at the point $x$, gives the residual

$$R(p;x,h) = p(x+2h) + a_1 p(x+h) + a_0 p(x) - h\,\big(b_1 p'(x+h) + b_0 p'(x)\big).$$

"The scheme" means the choice $(a_1,a_0,b_1,b_0) = (4,-5,4,2)$. Its residual vanishes on every polynomial of degree at most 3, and for $h \neq 0$ no other explicit two-step method has this property. Yet at zero force every orbit with $u_1 \neq u_0$, for example $(-5)^k$, diverges in norm.

## Exactness on cubics

Write $p(x+s) = \sum_j d_j s^j$ with $d_j = p^{(j)}(x)/j!$, so that $p'(x+s) = \sum_j j\,d_j s^{j-1}$. Setting $s = 2h, h, 0$ and collecting powers of $h$ gives $R = \sum_j C_j d_j h^j$, where

$$C_0 = 1 + a_1 + a_0, \qquad C_1 = 2 + a_1 - b_1 - b_0, \qquad C_j = 2^j + a_1 - j\,b_1 \quad (j \ge 2).$$

For the scheme, $C_0 = 1+4-5 = 0$, $C_1 = 2+4-4-2 = 0$, $C_2 = 4+4-8 = 0$, $C_3 = 8+4-12 = 0$ and $C_4 = 16+4-16 = 4$. If the degree is at most 4, then $d_4$ equals the coefficient $c_4$ of the fourth power in $p$, and $R = 4c_4h^4$. For degree at most 3 this is zero; at $h = 1$,

$$p(x+2) + 4p(x+1) - 5p(x) = 4p'(x+1) + 2p'(x).$$

Conversely, the monomial of degree $j$ has residual $C_j h^j$ at $x = 0$, so exactness on cubics with $h \ne 0$ forces $C_0 = \dots = C_3 = 0$. Subtracting $C_2 = 0$ from $C_3 = 0$ gives $b_1 = 4$; then $a_1 = 2b_1 - 4 = 4$, $b_0 = 2 + a_1 - b_1 = 2$ and $a_0 = -1 - a_1 = -5$.

## The mode $(-5)^k$

At zero force the rule is $u_{k+2} = -4u_{k+1} + 5u_k$. The trial solution $z^k$ requires $z^2 + 4z - 5 = (z-1)(z+5) = 0$, so $u_k = A + (-5)^k B$ obeys the rule for any $A, B \in E$. Matching $A + B = u_0$ and $A - 5B = u_1$ gives

$$A = \frac{5u_0 + u_1}{6}, \qquad B = \frac{u_0 - u_1}{6},$$

and since two consecutive values fix the next, this covers every orbit. From $(-5)^k B = u_k - A$ and the triangle inequality,

$$\|u_k\| \ge \frac{5^k}{6}\|u_0 - u_1\| - \|A\|,$$

which tends to infinity when $u_1 \neq u_0$. In the limiting case $u_1 = u_0$ one has $B = 0$ and $u_k = u_0$, the exact solution; starting from $0, \varepsilon$ with real $\varepsilon$, the orbit continues $-4\varepsilon, 21\varepsilon, -104\varepsilon$.

Refining the grid does not help. Take $E = \mathbb{R}$, a final time $T > 0$, $n \ge 1$ steps of size $h = T/n$ from $t_0 = 0$, $u_0 = 0$ and $u_1 = \varepsilon = (T/n)^m$ for a fixed natural number $m$. This $\varepsilon$ is a perturbation imposed on the second starting value, of order $m$ in the step. It is not produced by the problem itself: at zero force and in exact arithmetic an Euler step gives $u_1 = u_0$, and the orbit is then exact. Then $|u_0 - u_1| = \varepsilon$ and $|A| = \varepsilon/6$, and $5^n \ge 2$ gives

$$|u_n| \ge \frac{(5^n - 1)\,\varepsilon}{6} \ge \frac{5^n \varepsilon}{12} = \frac{T^m}{12}\,\frac{5^n}{n^m} \to \infty,$$

while the exact value at time $T$ is $0$.

For a wavefunction in a finite orthonormal basis, $E = \mathbb{C}^N$ with $N$ basis functions and $f = -iH\psi$ for the Hamiltonian matrix $H$, coefficient vector $\psi$ and $\hbar = 1$; restricted to $H = 0$, the result says that the scheme lets the norm of a vector that should stay fixed grow without bound whenever the two starting vectors differ. This is a statement about vectors: if $u_1$ is a scalar multiple of $u_0$ with $u_1 \neq u_0$, for instance differing by a global phase, every $u_k$ remains a multiple of $u_0$, and only the scalar factor in front of $u_0$ changes while its modulus diverges.

## Methods, residuals and orbits in Lean

```lean
import Mathlib

open Polynomial Filter Topology

namespace AccurateUnstableTwoStep

noncomputable section
```

A method is its four coefficients, with the coefficient of $u_{k+2}$ fixed to 1 and no $f_{k+2}$ term, which makes it explicit.

```lean
/-- Coefficients of an explicit linear two-step method
`u(k+2) + a₁ u(k+1) + a₀ u(k) = h (b₁ f(k+1) + b₀ f(k))`. -/
structure TwoStep where
  a₁ : ℝ
  a₀ : ℝ
  b₁ : ℝ
  b₀ : ℝ
```

Accuracy is measured on real polynomials `ℝ[X]` only; `p.eval` is the value and `p.derivative` is $p'$. The residual is not divided by $h$. Smooth non-polynomial trajectories, which need a Taylor remainder, are not treated.

```lean
/-- Local residual of the method with step `h` on the polynomial trajectory `p`, starting at `x`:
left side minus right side of the update rule, with exact values and exact slopes inserted. -/
def TwoStep.residual (m : TwoStep) (h : ℝ) (p : ℝ[X]) (x : ℝ) : ℝ :=
  p.eval (x + 2 * h) + m.a₁ * p.eval (x + h) + m.a₀ * p.eval x
    - h * (m.b₁ * p.derivative.eval (x + h) + m.b₀ * p.derivative.eval x)
```

`IsOrbit` is the update rule for all $k \ge 0$, with `•` the multiplication of a vector by a real number. It constrains neither `u 0` nor `u 1`, and arithmetic is exact, with no rounding. For the scheme at zero force the constant exact solution obeys the rule, so a deviation from it can enter only through the starting values; for other forces a nonzero residual of the exact solution is a further source of error.

```lean
variable {E : Type*} [NormedAddCommGroup E] [NormedSpace ℝ E]

/-- The sequence `u` obeys the update rule of the method for `y' = f(t, y)` on the grid
`t₀ + k h`. -/
def TwoStep.IsOrbit (m : TwoStep) (f : ℝ → E → E) (t₀ h : ℝ) (u : ℕ → E) : Prop :=
  ∀ k : ℕ, u (k + 2) + m.a₁ • u (k + 1) + m.a₀ • u k
    = h • (m.b₁ • f (t₀ + ((k + 1 : ℕ) : ℝ) * h) (u (k + 1)) + m.b₀ • f (t₀ + k * h) (u k))

/-- The scheme `u(k+2) + 4 u(k+1) - 5 u(k) = h (4 f(k+1) + 2 f(k))`. -/
def scheme : TwoStep := ⟨4, -5, 4, 2⟩
```

## The accuracy theorems

`residual_quartic` states $R = 4c_4h^4$ for all real $h$ and $x$, with `p.coeff 4` for $c_4$ and `p.natDegree` for the degree. The proof expands $p$ and $p'$ about the origin, not about $x$: `eval_eq_sum_range'` writes them as sums of five and four terms, and `ring` verifies the resulting identity in $x$, $h$ and the coefficients.

```lean
/-- On a polynomial of degree at most 4 the residual of the scheme is `4 c₄ h⁴`, where `c₄` is
the coefficient of `x⁴`. -/
theorem residual_quartic {p : ℝ[X]} (hp : p.natDegree ≤ 4) (h x : ℝ) :
    scheme.residual h p x = 4 * p.coeff 4 * h ^ 4 := by
  have h5 : p.natDegree < 5 := by omega
  have h4 : p.derivative.natDegree < 4 :=
    lt_of_le_of_lt (natDegree_derivative_le p) (by omega)
  -- expand p and p' in the coefficients of p
  simp only [TwoStep.residual, scheme, eval_eq_sum_range' h5, eval_eq_sum_range' h4,
    Finset.sum_range_succ, Finset.sum_range_zero, coeff_derivative, Nat.reduceAdd]
  push_cast
  ring
```

For degree at most 3 the coefficient $c_4$ is zero.

```lean
/-- The residual of the scheme vanishes on every polynomial of degree at most 3. -/
theorem residual_cubic {p : ℝ[X]} (hp : p.natDegree ≤ 3) (h x : ℝ) :
    scheme.residual h p x = 0 := by
  rw [residual_quartic (by omega), coeff_eq_zero_of_natDegree_lt (by omega)]
  ring
```

In `exact_on_cubics_iff`, `m` is the method. The equations `e0` to `e3` are the values $C_jh^j$; `c1` to `c3` cancel the nonzero powers of $h$, and `linarith` solves the linear system. At $h = 0$ only $C_0 = 0$ would survive, hence `hh`.

```lean
/-- For a nonzero step, an explicit two-step method has zero residual on all polynomials of
degree at most 3 exactly when it is the scheme with coefficients `4, -5, 4, 2`. -/
theorem exact_on_cubics_iff (m : TwoStep) {h : ℝ} (hh : h ≠ 0) :
    (∀ p : ℝ[X], p.natDegree ≤ 3 → ∀ x, m.residual h p x = 0) ↔ m = scheme := by
  constructor
  · intro H
    -- test on the monomials 1, X, X², X³ at x = 0
    have e0 : m.residual h 1 0 = 1 + m.a₁ + m.a₀ := by
      simp [TwoStep.residual]
    have e1 : m.residual h X 0 = h * (2 + m.a₁ - m.b₁ - m.b₀) := by
      simp [TwoStep.residual]
      ring
    have e2 : m.residual h (X ^ 2) 0 = h ^ 2 * (4 + m.a₁ - 2 * m.b₁) := by
      simp [TwoStep.residual]
      ring
    have e3 : m.residual h (X ^ 3) 0 = h ^ 3 * (8 + m.a₁ - 3 * m.b₁) := by
      simp [TwoStep.residual]
      ring
    rw [H _ (by simp)] at e0 e1 e2 e3
    have c1 := (mul_eq_zero.1 e1.symm).resolve_left hh
    have c2 := (mul_eq_zero.1 e2.symm).resolve_left (pow_ne_zero 2 hh)
    have c3 := (mul_eq_zero.1 e3.symm).resolve_left (pow_ne_zero 3 hh)
    obtain ⟨a₁, a₀, b₁, b₀⟩ := m
    simp only at e0 c1 c2 c3
    simp only [scheme, TwoStep.mk.injEq]
    refine ⟨?_, ?_, ?_, ?_⟩ <;> linarith
  · rintro rfl p hp x
    exact residual_cubic hp h x
```

`cubic_isOrbit` links residual and orbit: for a force $p'(t)$ that does not depend on $y$, the samples $p(t_k)$ obey the rule. The equations `e1` and `e2` identify $t_{k+1} = t_k + h$ and $t_{k+2} = t_k + 2h$, after which the rule is $R(p;t_k,h) = 0$.

```lean
/-- The grid values `p(t₀ + k h)` of a polynomial of degree at most 3 obey the update rule of the
scheme for the equation `y' = p'(t)`. -/
theorem cubic_isOrbit {p : ℝ[X]} (hp : p.natDegree ≤ 3) (t₀ h : ℝ) :
    scheme.IsOrbit (fun t _ => p.derivative.eval t) t₀ h (fun k => p.eval (t₀ + k * h)) := by
  intro k
  have hr := residual_cubic hp h (t₀ + k * h)
  have e1 : t₀ + ((k + 1 : ℕ) : ℝ) * h = t₀ + k * h + h := by
    push_cast
    ring
  have e2 : t₀ + ((k + 2 : ℕ) : ℝ) * h = t₀ + k * h + 2 * h := by
    push_cast
    ring
  simp only [TwoStep.residual] at hr
  simp only [smul_eq_mul, e1, e2]
  linear_combination hr
```

## The divergence theorems

Zero force is `fun _ _ => 0`; the step then drops out, and $h$ is arbitrary. The closed form is verified by induction: `step` is the recurrence, and `both` carries the formula at $j$ and $j+1$ together because the next value needs both. The tactic `module` checks the vector identities by comparing scalar coefficients.

```lean
/-- At zero force every orbit of the scheme is a constant mode plus a `(-5)^k` mode:
`u_k = (5 u₀ + u₁)/6 + (-5)^k (u₀ - u₁)/6`. -/
theorem zeroForce_closed_form {t₀ h : ℝ} {u : ℕ → E}
    (hu : scheme.IsOrbit (fun _ _ => 0) t₀ h u) (k : ℕ) :
    u k = (1 / 6 : ℝ) • ((5 : ℝ) • u 0 + u 1) + ((-5 : ℝ) ^ k / 6) • (u 0 - u 1) := by
  have step : ∀ j, u (j + 2) = (-4 : ℝ) • u (j + 1) + (5 : ℝ) • u j := by
    intro j
    have hj := hu j
    simp only [scheme, smul_zero, add_zero] at hj
    linear_combination (norm := module) hj
  -- induction carrying two consecutive values
  have both : ∀ j : ℕ,
      u j = (1 / 6 : ℝ) • ((5 : ℝ) • u 0 + u 1) + ((-5 : ℝ) ^ j / 6) • (u 0 - u 1) ∧
      u (j + 1) = (1 / 6 : ℝ) • ((5 : ℝ) • u 0 + u 1)
        + ((-5 : ℝ) ^ (j + 1) / 6) • (u 0 - u 1) := by
    intro j
    induction j with
    | zero =>
      simp only [zero_add, pow_zero, pow_one]
      constructor <;> module
    | succ j ih =>
      refine ⟨ih.2, ?_⟩
      calc u (j + 1 + 1) = (-4 : ℝ) • u (j + 1) + (5 : ℝ) • u j := step j
        _ = _ := by
          rw [ih.1, ih.2]
          simp only [pow_succ]
          module
  exact (both k).1
```

Here `e` is $(-5)^kB = u_k - A$, `n` evaluates its norm, and `norm_sub_le` is the triangle inequality.

```lean
/-- At zero force the norm of `u_k` is at least `5^k ‖u₀ - u₁‖ / 6 - ‖(5 u₀ + u₁)/6‖`. -/
theorem zeroForce_norm_lower {t₀ h : ℝ} {u : ℕ → E}
    (hu : scheme.IsOrbit (fun _ _ => 0) t₀ h u) (k : ℕ) :
    5 ^ k / 6 * ‖u 0 - u 1‖ - ‖(1 / 6 : ℝ) • ((5 : ℝ) • u 0 + u 1)‖ ≤ ‖u k‖ := by
  have e : ((-5 : ℝ) ^ k / 6) • (u 0 - u 1) = u k - (1 / 6 : ℝ) • ((5 : ℝ) • u 0 + u 1) := by
    linear_combination (norm := module) (zeroForce_closed_form hu k).symm
  have n : ‖((-5 : ℝ) ^ k / 6) • (u 0 - u 1)‖ = 5 ^ k / 6 * ‖u 0 - u 1‖ := by
    rw [norm_smul, norm_div, norm_pow, norm_neg]
    norm_num
  have t := norm_sub_le (u k) ((1 / 6 : ℝ) • ((5 : ℝ) • u 0 + u 1))
  rw [← e, n] at t
  linarith
```

`Tendsto (fun k => ‖u k‖) atTop atTop` says that the norm eventually exceeds every bound, which is stronger than unboundedness. The lower bound diverges by `h5` and `h6`, and `tendsto_atTop_mono` transfers this to $\|u_k\|$.

```lean
/-- At zero force any mismatch `u₁ ≠ u₀` of the two starting values makes `‖u_k‖` tend to
infinity, whatever the step. -/
theorem zeroForce_diverges {t₀ h : ℝ} {u : ℕ → E}
    (hu : scheme.IsOrbit (fun _ _ => 0) t₀ h u) (hne : u 0 ≠ u 1) :
    Tendsto (fun k => ‖u k‖) atTop atTop := by
  have hd : 0 < ‖u 0 - u 1‖ := norm_pos_iff.2 (sub_ne_zero.2 hne)
  have h5 : Tendsto (fun k : ℕ => (5 : ℝ) ^ k) atTop atTop :=
    tendsto_pow_atTop_atTop_of_one_lt (by norm_num)
  have h6 := tendsto_atTop_add_const_right atTop (-‖(1 / 6 : ℝ) • ((5 : ℝ) • u 0 + u 1)‖)
    ((h5.atTop_div_const (show (0 : ℝ) < 6 by norm_num)).atTop_mul_const hd)
  refine tendsto_atTop_mono (fun k => ?_) h6
  have := zeroForce_norm_lower hu k
  linarith
```

In `refinement_diverges`, `m` is the exponent, `u n k` is the $k$-th value on the grid with $n$ steps, and `u n n` is the value at time $T$. The hypotheses `hz` and `ho` impose the starting values; no starting procedure is modelled. The fact `h0` says $n^m/5^n \to 0$ from above, so by `h1` its inverse times $T^m/12$ diverges. Then `e1` and `e2` supply $\varepsilon$ and $\varepsilon/6$, and `nlinarith` closes the estimate using $5^n \ge 5$.

```lean
/-- Zero force on `[0, T]` with `n` steps of size `T/n`, `u₀ = 0` and `u₁ = (T/n)^m` for a fixed
power `m`: the value computed at time `T` tends to infinity in norm as `n → ∞`. -/
theorem refinement_diverges {T : ℝ} (hT : 0 < T) (m : ℕ) (u : ℕ → ℕ → ℝ)
    (hu : ∀ n : ℕ, 0 < n → scheme.IsOrbit (fun _ _ => 0) 0 (T / n) (u n))
    (hz : ∀ n : ℕ, 0 < n → u n 0 = 0) (ho : ∀ n : ℕ, 0 < n → u n 1 = (T / n) ^ m) :
    Tendsto (fun n => ‖u n n‖) atTop atTop := by
  -- the exponential 5^n outgrows the power n^m
  have h0 : Tendsto (fun n : ℕ => (n : ℝ) ^ m / 5 ^ n) atTop (𝓝[>] 0) := by
    refine tendsto_nhdsWithin_iff.2
      ⟨tendsto_pow_const_div_const_pow_of_one_lt m (by norm_num), ?_⟩
    filter_upwards [eventually_gt_atTop 0] with n hn
    have : (0 : ℝ) < n := by exact_mod_cast hn
    exact Set.mem_Ioi.2 (by positivity)
  have h1 := (tendsto_inv_nhdsGT_zero.comp h0).const_mul_atTop
    (show 0 < T ^ m / 12 by positivity)
  refine tendsto_atTop_mono' atTop ?_ h1
  filter_upwards [eventually_gt_atTop 0] with n hn
  have hn' : (0 : ℝ) < n := by exact_mod_cast hn
  have hε : 0 < (T / n) ^ m := by positivity
  have hb := zeroForce_norm_lower (hu n hn) n
  have e1 : ‖u n 0 - u n 1‖ = (T / n) ^ m := by
    rw [hz n hn, ho n hn, zero_sub, norm_neg, Real.norm_of_nonneg hε.le]
  have e2 : ‖(1 / 6 : ℝ) • ((5 : ℝ) • u n 0 + u n 1)‖ = (T / n) ^ m / 6 := by
    rw [hz n hn, ho n hn, smul_zero, zero_add, smul_eq_mul, Real.norm_of_nonneg (by positivity)]
    ring
  have e3 : T ^ m / 12 * ((n : ℝ) ^ m / 5 ^ n)⁻¹ = 5 ^ n * (T / n) ^ m / 12 := by
    rw [div_pow]
    field_simp
  have h5 : (5 : ℝ) ≤ 5 ^ n := le_self_pow₀ (by norm_num) hn.ne'
  rw [e1, e2] at hb
  show T ^ m / 12 * ((n : ℝ) ^ m / 5 ^ n)⁻¹ ≤ ‖u n n‖
  rw [e3]
  nlinarith [mul_le_mul_of_nonneg_right h5 hε.le]
```

The final theorem joins three statements for any $t_0$ and $h$: the cubic identity, the orbit property of $(-5)^k$, and its divergence. The orbit property `horb` is $25 - 20 - 5 = 0$ times $(-5)^k$, and divergence follows from $u_0 = 1 \neq -5 = u_1$. The instability is established for this one scheme at zero force; nonzero forces and a stability criterion for general multistep methods are not addressed.

```lean
/-- Accuracy without stability: every polynomial of degree at most 3 satisfies
`p(x+2h) + 4 p(x+h) - 5 p(x) = h (4 p'(x+h) + 2 p'(x))`, yet `(-5)^k` obeys the update rule of
the scheme at zero force and its norm tends to infinity. -/
theorem accuracy_without_stability (t₀ h : ℝ) :
    (∀ p : ℝ[X], p.natDegree ≤ 3 → ∀ x,
      p.eval (x + 2 * h) + 4 * p.eval (x + h) - 5 * p.eval x
        = h * (4 * p.derivative.eval (x + h) + 2 * p.derivative.eval x)) ∧
    scheme.IsOrbit (fun _ _ => 0) t₀ h (fun k => (-5 : ℝ) ^ k) ∧
    Tendsto (fun k : ℕ => ‖(-5 : ℝ) ^ k‖) atTop atTop := by
  have horb : scheme.IsOrbit (fun _ _ => 0) t₀ h (fun k => (-5 : ℝ) ^ k) := by
    intro k
    simp only [scheme, smul_eq_mul, pow_succ]
    ring
  refine ⟨fun p hp x => ?_, horb, zeroForce_diverges horb (by norm_num)⟩
  have hr := residual_cubic hp h x
  simp only [TwoStep.residual, scheme] at hr
  linear_combination hr

end

end AccurateUnstableTwoStep
```

```lean
#print axioms AccurateUnstableTwoStep.cubic_isOrbit
#print axioms AccurateUnstableTwoStep.zeroForce_diverges
#print axioms AccurateUnstableTwoStep.refinement_diverges
#print axioms AccurateUnstableTwoStep.accuracy_without_stability
```

```
'AccurateUnstableTwoStep.cubic_isOrbit' depends on axioms: [propext, Classical.choice, Quot.sound]
'AccurateUnstableTwoStep.zeroForce_diverges' depends on axioms: [propext, Classical.choice, Quot.sound]
'AccurateUnstableTwoStep.refinement_diverges' depends on axioms: [propext, Classical.choice, Quot.sound]
'AccurateUnstableTwoStep.accuracy_without_stability' depends on axioms: [propext, Classical.choice, Quot.sound]
```
